# Symmetry-invariant potentials suffice for a linearized OEP equation with invariant data

We represent the local potential of the optimized effective potential (OEP) method by a real coefficient vector $v$ in a finite basis, and measure its size by the Euclidean norm of those coefficients. This is the norm of the potential as a function only if the basis is orthonormal. The linearized equation is $Av=b$, with response matrix $A$, possibly singular, and source vector $b$.

A finite group $G$ acts on the coefficients by orthogonal matrices $R_g$ with $R_gR_h=R_{gh}$. We assume $R_gA=AR_g$ and $R_gb=b$, as is appropriate when both are built from a reference state that shares the symmetry. A vector is invariant if every $R_g$ fixes it. The claim is that averaging any solution over $G$ gives an invariant solution of no larger norm, so a basis of invariant functions is enough.

## Averaging a solution

Define $\bar v=|G|^{-1}\sum_g R_gv$. It is invariant, because left multiplication by $h$ permutes the group:
$$R_h\bar v=\frac1{|G|}\sum_g R_{hg}v=\bar v.$$
If $Av=b$, then $AR_gv=R_gAv=R_gb=b$ for each $g$, and taking the mean gives $A\bar v=b$.

For invariant $u$, orthogonality gives $u\cdot R_gv=(R_gu)\cdot(R_gv)=u\cdot v$, hence $u\cdot\bar v=u\cdot v$. With $u=\bar v$,
$$|v-\bar v|^2=|v|^2-2\,\bar v\cdot v+|\bar v|^2=|v|^2-|\bar v|^2 .$$
So $|\bar v|\le|v|$. Equality forces $v=\bar v$, which is invariant; conversely, an invariant $v$ equals its average. A solution of minimum norm must therefore be invariant.

## Reducing the equation

Let the columns of $S$ span the invariant vectors. If $ASc=b$, multiplying by $S^T$ gives $S^TASc=S^Tb$. Conversely, suppose the reduced equation holds and put $r=ASc-b$. Since $Sc$ and $b$ are invariant and $A$ commutes with $R_g$, $r$ is invariant, so $r=Sd$ for some $d$. Then $r\cdot r=(S^Tr)\cdot d=0$, and $r=0$.

If the full equation has a solution $v$, then $\bar v=Sc$ for some $c$, which solves the reduced equation. Thus, in a finite-basis OEP calculation with fixed $A$ and $b$ that satisfy $R_gA=AR_g$ and $R_gb=b$, restricting the potential to invariant functions does not lose solvability.

## The reduced equation in Lean

The type `n` indexes the potential functions and `G` the symmetry operations.

```lean
import Mathlib

open Matrix

namespace OEPSymmetry

noncomputable section

variable {G n : Type*} [Group G] [Fintype n] [DecidableEq n]
```

The homomorphism `R` encodes the group law, and `*ᵥ` applies a matrix to a vector.

```lean
/-- A coefficient vector is invariant when every symmetry operation leaves it unchanged. -/
def IsInvariant (R : G →* Matrix n n ℝ) (v : n → ℝ) : Prop :=
  ∀ g, R g *ᵥ v = v
```

Hypothesis `hS` says that the invariant vectors are exactly those of the form $Sc$; the columns of `S` may be linearly dependent. In the proof, `hr` is the invariance of the residual, `hd` writes it as $Sd$, and `h0` is $S^Tr=0$. Neither orthogonality of `R` nor symmetry of `A` is used.

```lean
/-- Let the response matrix `A` commute with the symmetry operations, let the source `b` be
invariant, and let the columns of `S` span the invariant vectors. Then `c` solves the reduced
OEP equation exactly when the potential `S c` solves the full one. -/
theorem reduced_equation_iff {m : Type*} [Fintype m] (R : G →* Matrix n n ℝ)
    (A : Matrix n n ℝ) (b : n → ℝ) (S : Matrix n m ℝ)
    (hA : ∀ g, R g * A = A * R g) (hb : IsInvariant R b)
    (hS : ∀ v, IsInvariant R v ↔ ∃ c, S *ᵥ c = v) (c : m → ℝ) :
    (Sᵀ * A * S) *ᵥ c = Sᵀ *ᵥ b ↔ A *ᵥ (S *ᵥ c) = b := by
  constructor
  · intro h
    -- the residual is invariant, hence a combination of the columns of S
    have hr : IsInvariant R (A *ᵥ (S *ᵥ c) - b) := by
      intro g
      have hc : R g *ᵥ (S *ᵥ c) = S *ᵥ c := (hS (S *ᵥ c)).2 ⟨c, rfl⟩ g
      have hAc : R g *ᵥ (A *ᵥ (S *ᵥ c)) = A *ᵥ (R g *ᵥ (S *ᵥ c)) := by
        simp only [Matrix.mulVec_mulVec, ← Matrix.mul_assoc, hA]
      rw [Matrix.mulVec_sub, hAc, hc, hb g]
    obtain ⟨d, hd⟩ := (hS _).1 hr
    -- the reduced equation makes it orthogonal to those columns
    have h0 : Sᵀ *ᵥ (A *ᵥ (S *ᵥ c) - b) = 0 := by
      rw [Matrix.mulVec_sub, ← h]
      simp only [Matrix.mulVec_mulVec, Matrix.mul_assoc, sub_self]
    have h1 : (A *ᵥ (S *ᵥ c) - b) ⬝ᵥ (A *ᵥ (S *ᵥ c) - b) = 0 := by
      calc (A *ᵥ (S *ᵥ c) - b) ⬝ᵥ (A *ᵥ (S *ᵥ c) - b)
          = (A *ᵥ (S *ᵥ c) - b) ⬝ᵥ (S *ᵥ d) := by rw [hd]
        _ = 0 := by
          rw [Matrix.dotProduct_mulVec, ← Matrix.mulVec_transpose, h0, zero_dotProduct]
    exact sub_eq_zero.1 (dotProduct_self_eq_zero.1 h1)
  · intro h
    rw [← h]
    simp only [Matrix.mulVec_mulVec, Matrix.mul_assoc]
```

## The average and its norm

From here on the group is finite.

```lean
variable [Fintype G]

/-- The group average of a potential: the mean of its images under all symmetry operations. -/
def average (R : G →* Matrix n n ℝ) (v : n → ℝ) : n → ℝ :=
  (Fintype.card G : ℝ)⁻¹ • ∑ g, R g *ᵥ v

omit [Fintype n] [DecidableEq n] in
/-- The mean over a finite group of a constant vector is that vector. -/
theorem mean_const (b : n → ℝ) : (Fintype.card G : ℝ)⁻¹ • ∑ _g : G, b = b := by
  have hc : (Fintype.card G : ℝ) ≠ 0 := Nat.cast_ne_zero.mpr Fintype.card_ne_zero
  rw [Finset.sum_const, Finset.card_univ, ← Nat.cast_smul_eq_nsmul ℝ, smul_smul,
    inv_mul_cancel₀ hc, one_smul]
```

The relabelling $g\mapsto hg$ is `Equiv.mulLeft h`.

```lean
/-- The group average of any potential is invariant. -/
theorem average_invariant (R : G →* Matrix n n ℝ) (v : n → ℝ) :
    IsInvariant R (average R v) := by
  intro h
  have hsum : R h *ᵥ (∑ g, R g *ᵥ v) = ∑ g, R h *ᵥ (R g *ᵥ v) :=
    map_sum (R h).mulVecLin (fun g => R g *ᵥ v) Finset.univ
  unfold average
  rw [Matrix.mulVec_smul, hsum]
  congr 1
  simp only [Matrix.mulVec_mulVec, ← map_mul]
  -- left multiplication by h only relabels the group elements
  exact Fintype.sum_equiv (Equiv.mulLeft h) _ _ (fun _ => rfl)
```

Here `key` says that each transformed copy of $v$ is a solution.

```lean
/-- If the response matrix commutes with the symmetry operations and the source is invariant,
the group average of a solution of the linearized OEP equation is a solution. -/
theorem average_solves (R : G →* Matrix n n ℝ) (A : Matrix n n ℝ) (b v : n → ℝ)
    (hA : ∀ g, R g * A = A * R g) (hb : IsInvariant R b) (hv : A *ᵥ v = b) :
    A *ᵥ average R v = b := by
  -- every transformed copy of v is itself a solution
  have key : ∀ g, A *ᵥ (R g *ᵥ v) = b := by
    intro g
    rw [Matrix.mulVec_mulVec, ← hA, ← Matrix.mulVec_mulVec, hv]
    exact hb g
  have hsum : A *ᵥ (∑ g, R g *ᵥ v) = ∑ g, A *ᵥ (R g *ᵥ v) :=
    map_sum A.mulVecLin (fun g => R g *ᵥ v) Finset.univ
  unfold average
  rw [Matrix.mulVec_smul, hsum, Finset.sum_congr rfl (fun g _ => key g)]
  exact mean_const b
```

Orthogonality enters as `hR`, that is $R_g^TR_g=1$, and gives the overlap identity.

```lean
/-- For orthogonal symmetry operations, an invariant vector has the same overlap with a
potential as with its group average. -/
theorem dot_average (R : G →* Matrix n n ℝ) (hR : ∀ g, (R g)ᵀ * R g = 1)
    (u v : n → ℝ) (hu : IsInvariant R u) : u ⬝ᵥ average R v = u ⬝ᵥ v := by
  have key : ∀ g, u ⬝ᵥ (R g *ᵥ v) = u ⬝ᵥ v := by
    intro g
    calc u ⬝ᵥ (R g *ᵥ v) = (R g *ᵥ u) ⬝ᵥ (R g *ᵥ v) := by rw [hu g]
      _ = u ⬝ᵥ v := by
        rw [Matrix.dotProduct_mulVec, ← Matrix.mulVec_transpose, Matrix.mulVec_mulVec,
          hR, Matrix.one_mulVec]
  have hsum : u ⬝ᵥ (∑ g, R g *ᵥ v) = ∑ g, u ⬝ᵥ (R g *ᵥ v) := by
    simp only [dotProduct, Finset.sum_apply, Finset.mul_sum]
    exact Finset.sum_comm
  have hc : (Fintype.card G : ℝ) ≠ 0 := Nat.cast_ne_zero.mpr Fintype.card_ne_zero
  unfold average
  rw [dotProduct_smul, hsum, Finset.sum_congr rfl (fun g _ => key g), Finset.sum_const,
    Finset.card_univ, nsmul_eq_mul, smul_eq_mul, inv_mul_cancel_left₀ hc]
```

Setting $u=\bar v$ yields the splitting of the squared norm `v ⬝ᵥ v`.

```lean
/-- For orthogonal symmetry operations, the squared norm of a potential is that of its group
average plus that of the symmetry-breaking remainder. -/
theorem norm_sq_split (R : G →* Matrix n n ℝ) (hR : ∀ g, (R g)ᵀ * R g = 1) (v : n → ℝ) :
    v ⬝ᵥ v = average R v ⬝ᵥ average R v + (v - average R v) ⬝ᵥ (v - average R v) := by
  have h := dot_average R hR (average R v) v (average_invariant R v)
  simp only [sub_dotProduct, dotProduct_sub]
  rw [dotProduct_comm v (average R v)]
  linarith
```

The main theorem combines these results. Its inequality compares squared norms, which is equivalent to comparing norms.

```lean
/-- Let orthogonal symmetry operations commute with the response matrix and fix the source.
The group average of any OEP solution is an invariant solution of no larger norm, and the
norms agree exactly when the original solution is invariant. -/
theorem symmetrized_solution (R : G →* Matrix n n ℝ) (A : Matrix n n ℝ) (b v : n → ℝ)
    (hR : ∀ g, (R g)ᵀ * R g = 1) (hA : ∀ g, R g * A = A * R g)
    (hb : IsInvariant R b) (hv : A *ᵥ v = b) :
    A *ᵥ average R v = b ∧ IsInvariant R (average R v) ∧
      average R v ⬝ᵥ average R v ≤ v ⬝ᵥ v ∧
      (average R v ⬝ᵥ average R v = v ⬝ᵥ v ↔ IsInvariant R v) := by
  have hs := norm_sq_split R hR v
  have hpos : 0 ≤ (v - average R v) ⬝ᵥ (v - average R v) :=
    Finset.sum_nonneg (fun i _ => mul_self_nonneg _)
  refine ⟨average_solves R A b v hA hb hv, average_invariant R v, by linarith, ?_, ?_⟩
  · intro h
    -- equal norms leave no symmetry-breaking remainder
    have h0 : (v - average R v) ⬝ᵥ (v - average R v) = 0 := by linarith
    have h1 : v = average R v := sub_eq_zero.1 (dotProduct_self_eq_zero.1 h0)
    rw [h1]
    exact average_invariant R v
  · intro h
    have h1 : average R v = v := by
      unfold average
      rw [Finset.sum_congr rfl (fun g _ => h g)]
      exact mean_const v
    rw [h1]
```

The next theorem takes a minimum-norm solution as given, through `hmin`, and shows that it is invariant; it does not construct one.

```lean
/-- If orthogonal symmetry operations commute with the response matrix and fix the source,
an OEP solution of minimum norm is invariant. -/
theorem min_norm_solution_invariant (R : G →* Matrix n n ℝ) (A : Matrix n n ℝ)
    (b v : n → ℝ) (hR : ∀ g, (R g)ᵀ * R g = 1) (hA : ∀ g, R g * A = A * R g)
    (hb : IsInvariant R b) (hv : A *ᵥ v = b)
    (hmin : ∀ w, A *ᵥ w = b → v ⬝ᵥ v ≤ w ⬝ᵥ w) : IsInvariant R v := by
  obtain ⟨h1, _, h3, h4⟩ := symmetrized_solution R A b v hR hA hb hv
  exact h4.1 (le_antisymm h3 (hmin _ h1))
```

Solvability passes to the reduced equation through the average, and back through $v=Sc$.

```lean
/-- Let the response matrix commute with the symmetry operations, let the source be invariant,
and let the columns of `S` span the invariant vectors. The full OEP equation is solvable
exactly when the reduced one is. -/
theorem solvable_iff_reduced {m : Type*} [Fintype m] (R : G →* Matrix n n ℝ)
    (A : Matrix n n ℝ) (b : n → ℝ) (S : Matrix n m ℝ)
    (hA : ∀ g, R g * A = A * R g) (hb : IsInvariant R b)
    (hS : ∀ v, IsInvariant R v ↔ ∃ c, S *ᵥ c = v) :
    (∃ v, A *ᵥ v = b) ↔ ∃ c, (Sᵀ * A * S) *ᵥ c = Sᵀ *ᵥ b := by
  constructor
  · rintro ⟨v, hv⟩
    obtain ⟨c, hc⟩ := (hS _).1 (average_invariant R v)
    refine ⟨c, (reduced_equation_iff R A b S hA hb hS c).2 ?_⟩
    rw [hc]
    exact average_solves R A b v hA hb hv
  · rintro ⟨c, hc⟩
    exact ⟨S *ᵥ c, (reduced_equation_iff R A b S hA hb hS c).1 hc⟩
```

## Two equivalent sites

The smallest group is trivial: every vector is invariant, $\bar v=v$, and nothing is reduced. The first interesting case has two sites exchanged by a reflection, with the group `ℤˣ` $=\{1,-1\}$.

```lean
/-- The two-element group acting on two sites: `1` is the identity and `-1` exchanges them. -/
def swapRep : ℤˣ →* Matrix (Fin 2) (Fin 2) ℝ where
  toFun u := !![(1 + ((u : ℤ) : ℝ)) / 2, (1 - ((u : ℤ) : ℝ)) / 2;
    (1 - ((u : ℤ) : ℝ)) / 2, (1 + ((u : ℤ) : ℝ)) / 2]
  map_one' := by
    ext i j
    fin_cases i <;> fin_cases j <;> norm_num
  map_mul' a b := by
    rcases Int.units_eq_one_or a with rfl | rfl <;>
    rcases Int.units_eq_one_or b with rfl | rfl <;>
    ext i j <;> fin_cases i <;> fin_cases j <;>
    norm_num [Matrix.mul_apply, Fin.sum_univ_succ]
```

As an algebraic illustration we take the all-ones matrix for $A$. It is not the density response of a real two-site system with a fixed number of electrons, which would vanish for the constant potential $(1,1)$. The matrix is singular, and $(1,0)$ is a symmetry-breaking solution for the source $(1,1)$. The theorem checks this solution and the hypotheses on $R_g$, $A$, $b$ and $S$.

```lean
/-- Site exchange is orthogonal, commutes with the all-ones matrix and fixes the source `(1, 1)`;
`(1, 0)` is a solution that is not invariant, and the column `(1, 1)` spans the invariant vectors.
-/
theorem swapRep_witness :
    (∀ g, (swapRep g)ᵀ * swapRep g = 1) ∧
    (∀ g, swapRep g * !![1, 1; 1, 1] = !![1, 1; 1, 1] * swapRep g) ∧
    IsInvariant swapRep ![1, 1] ∧
    (!![1, 1; 1, 1] : Matrix (Fin 2) (Fin 2) ℝ) *ᵥ ![1, 0] = ![1, 1] ∧
    ¬ IsInvariant swapRep ![1, 0] ∧
    (∀ v, IsInvariant swapRep v ↔
      ∃ c, (!![1; 1] : Matrix (Fin 2) (Fin 1) ℝ) *ᵥ c = v) := by
  refine ⟨?_, ?_, ?_, ?_, ?_, ?_⟩
  · intro g
    rcases Int.units_eq_one_or g with rfl | rfl <;> ext i j <;> fin_cases i <;>
    fin_cases j <;> norm_num [swapRep, Matrix.mul_apply, Fin.sum_univ_succ]
  · intro g
    rcases Int.units_eq_one_or g with rfl | rfl <;> ext i j <;> fin_cases i <;>
    fin_cases j <;> norm_num [swapRep, Matrix.mul_apply, Fin.sum_univ_succ]
  · intro g
    rcases Int.units_eq_one_or g with rfl | rfl <;> ext i <;> fin_cases i <;>
    norm_num [swapRep, Matrix.mulVec, dotProduct, Fin.sum_univ_succ]
  · ext i
    fin_cases i <;> norm_num [Matrix.mulVec, dotProduct, Fin.sum_univ_succ]
  · intro h
    have h0 := congrFun (h (-1)) 0
    norm_num [swapRep, Matrix.mulVec, dotProduct, Fin.sum_univ_succ] at h0
  · intro v
    constructor
    · intro h
      have h0 : v 1 = v 0 := by
        have h1 := congrFun (h (-1)) 0
        norm_num [swapRep, Matrix.mulVec, dotProduct, Fin.sum_univ_succ] at h1
        exact h1
      refine ⟨![v 0], ?_⟩
      ext i
      fin_cases i <;> simp [Matrix.mulVec, dotProduct, h0]
    · rintro ⟨c, rfl⟩ g
      rcases Int.units_eq_one_or g with rfl | rfl <;> ext i <;> fin_cases i <;>
      norm_num [swapRep, Matrix.mulVec, dotProduct, Fin.sum_univ_succ]

end

end OEPSymmetry
```

By hand, the average of $(1,0)$ is $(\tfrac12,\tfrac12)$, and the squared norm falls from $1$ to $\tfrac12$. With $S=(1,1)^T$ the reduced equation is $4c=2$, which gives the same potential.

```lean
#print axioms OEPSymmetry.reduced_equation_iff
#print axioms OEPSymmetry.min_norm_solution_invariant
#print axioms OEPSymmetry.solvable_iff_reduced
```

```
'OEPSymmetry.reduced_equation_iff' depends on axioms: [propext, Classical.choice, Quot.sound]
'OEPSymmetry.min_norm_solution_invariant' depends on axioms: [propext, Classical.choice, Quot.sound]
'OEPSymmetry.solvable_iff_reduced' depends on axioms: [propext, Classical.choice, Quot.sound]
```
